# PKZB and TPSS exchange at zero density gradient: the order changes at the uniform-gas kinetic energy density

Where the gradient of a spin-unpolarised electron density vanishes, let \(a>0\) be the positive kinetic energy density, built from squared orbital gradients, divided by that of a uniform electron gas of the same density. If PKZB and TPSS share the parameter \(k>0\), and the TPSS parameter \(b\) satisfies \(0<b<4\), then TPSS enhances exchange more than PKZB exactly when \(a<1\), and less exactly when \(a>1\). As \(a\) grows, the PKZB enhancement tends to \(1+k\). The TPSS enhancement tends to a smaller value, which it never reaches for \(a\ge 1\).

## The density at a bond midpoint

Both functionals multiply the exchange energy density of the uniform gas by an enhancement factor. In atomic units, for a spin-unpolarised density \(n\), its ingredients are

\[
p=\frac{|\nabla n|^2}{4(3\pi^2)^{2/3}n^{8/3}},\qquad
z=\frac{\tau_W}{\tau},\qquad
a=\frac{\tau-\tau_W}{\tau_{\rm unif}},
\]

where \(\tau=\tfrac12\sum_i|\nabla\psi_i|^2\) is the positive kinetic energy density, summed over the occupied spin orbitals \(\psi_i\), \(\tau_W=|\nabla n|^2/(8n)\), and \(\tau_{\rm unif}=\tfrac{3}{10}(3\pi^2)^{2/3}n^{5/3}\).

At the midpoint of a symmetric diatomic molecule \(\nabla n=0\), so \(p=0\) and \(\tau_W=0\). If \(a>0\), then \(\tau>0\) and \(z=0\) as well. A molecule with only one occupied spatial orbital, such as H₂ described by a closed-shell single determinant, is different: there \(\tau\) also vanishes at the midpoint, \(a=0\), and \(z\) becomes \(0/0\). The condition \(a>0\) excludes this case. Large \(a\) occurs, for example, where the tails of two closed shells overlap.

The parameter \(k\) sets the upper limit \(1+k\) of the enhancement. In both functionals its value is chosen so that the Lieb–Oxford lower bound on the exchange energy is respected. The parameter \(b\) damps the response of TPSS to large \(a\).

## The comparison as a Lean theorem

The functions `pkzb k D p a` and `tpss k b c e m p z a` are the full enhancement factors, gradient terms included. Both have the form `enhancement k x`, that is \(1+k-k/(1+x/k)\), with different \(x\). The zero-gradient formula

\[
F(y)=1+k-\frac{k}{1+73y^2/(5000k)}
\]

is `midpointF k y`, and it is derived from the full factors.

The theorem `pkzb_versus_tpss` assumes \(k>0\) and \(0<b<4\), and leaves the real parameters `D`, `c`, `e` and `m` arbitrary. It states four things:

- for every \(a>0\), each of the two strict inequalities between the enhancements is equivalent to the matching one of \(a<1\) and \(a>1\);
- `pkzb k D 0 a` tends to \(1+k\) as \(a\to\infty\);
- `tpss k b c e m 0 0 a` tends to \(F(1/\sqrt b)\);
- \(F(1/\sqrt b)<1+k\).

The bond midpoint enters only through the arguments \(p=0\) and \(z=0\); the file contains no molecule, density or orbitals. Since \(z\) is a separate argument, its relation to \(\tau\) is part of the physical reading. The theorem compares exchange factors at one point and at equal \(a\), so for electronic structure it describes a local difference between the functionals, not a difference in bond energies.

## From the full factors to one function

At \(p=z=0\) every gradient term vanishes. The PKZB variable becomes \(q=\tfrac{9}{20}(a-1)\), and the TPSS variable becomes \(q=\tfrac{9}{20}(a-1)/\sqrt R\), with

\[
R=1+ba(a-1).
\]

In both cases \(x=\tfrac{146}{2025}q^2\), with a coefficient taken from the fourth-order gradient expansion of the exchange energy for slowly varying densities. Because \(\tfrac{146}{2025}\cdot\tfrac{81}{400}=\tfrac{73}{5000}\), the enhancements are \(F(y_P)\) and \(F(y_T)\), where

\[
y_P=a-1,\qquad y_T=\frac{a-1}{\sqrt R}.
\]

As \(y^2\) increases, the positive denominator \(1+73y^2/(5000k)\) increases, the subtracted fraction decreases, and \(F\) increases. Comparing enhancements therefore means comparing \(y^2\).

## The sign that fixes the order

Completing the square gives

\[
R=\left(1-\frac b4\right)+b\left(a-\frac12\right)^2>0 .
\]

Hence

\[
y_P^2-y_T^2=(a-1)^2\,\frac{R-1}{R}=\frac{b\,a\,(a-1)^3}{R}.
\]

For \(a>0\) this has the sign of \(a-1\). At \(a=1\) both enhancements equal \(F(0)=1\).

The same subtraction compares two TPSS-type factors with parameters \(0<b<b'<4\). With \(R'=1+b'a(a-1)\),

\[
y_b^2-y_{b'}^2=\frac{(b'-b)\,a\,(a-1)^3}{RR'} .
\]

A larger \(b\) thus raises the zero-gradient enhancement for \(0<a<1\) and lowers it for \(a>1\). This neighbouring result is a calculation by hand and does not appear in the file.

## Two limits and a ceiling

For PKZB, \(y_P^2=(a-1)^2\to\infty\), so the subtracted fraction tends to zero and \(F(y_P)\to1+k\). For TPSS, put \(u=1/a\) and divide numerator and denominator by \(a^2\):

\[
y_T^2=\frac{(1-u)^2}{u^2+b(1-u)}\longrightarrow\frac1b\qquad(u\to0).
\]

By continuity the enhancement tends to \(F(1/\sqrt b)\). This lies below \(1+k\) by the positive amount

\[
\frac{k}{1+73/(5000kb)} .
\]

For \(a\ge1\) the limit is also a strict upper bound, because

\[
\frac1b-y_T^2=\frac{R-b(a-1)^2}{bR}=\frac{1+b(a-1)}{bR}>0 .
\]

## The Lean file

```lean
import Mathlib

open Filter Topology

namespace BondMidpointExchange

noncomputable section

/-- The exchange enhancement factor `1 + k - k / (1 + x / k)` shared by PKZB and TPSS,
for `k ≠ 0` and `x ≠ -k`. -/
def enhancement (k x : ℝ) : ℝ := 1 + k - k / (1 + x / k)

/-- The PKZB inhomogeneity variable `q` as a function of the squared reduced gradient `p` and
the ratio `a = (τ - τ_W) / τ_unif`. -/
def pkzbQ (p a : ℝ) : ℝ := 9 / 20 * (a - 1) + 2 * p / 3

/-- The PKZB exchange enhancement factor with parameters `k ≠ 0` and `D`, where the denominator
of `enhancement` does not vanish. -/
def pkzb (k D p a : ℝ) : ℝ :=
  enhancement k (10 / 81 * p + 146 / 2025 * pkzbQ p a ^ 2 - 73 / 405 * pkzbQ p a * p
    + (D + (10 / 81) ^ 2 / k) * p ^ 2)

/-- The TPSS inhomogeneity variable `q`, defined where `1 + b a (a - 1) > 0`. -/
def tpssQ (b p a : ℝ) : ℝ :=
  9 / 20 * ((a - 1) / √(1 + b * a * (a - 1))) + 2 * p / 3

/-- The TPSS exchange enhancement factor as a function of `p`, `z = τ_W / τ` and `a`,
for `k ≠ 0`, `e ≥ 0`, `p ≥ 0` and `1 + b a (a - 1) > 0`, where the denominator of
`enhancement` does not vanish. -/
def tpss (k b c e m p z a : ℝ) : ℝ :=
  enhancement k (((10 / 81 + c * z ^ 2 / (1 + z ^ 2) ^ 2) * p
    + 146 / 2025 * tpssQ b p a ^ 2
    - 73 / 405 * tpssQ b p a * √(((3 * z / 5) ^ 2 + p ^ 2) / 2)
    + (10 / 81) ^ 2 / k * p ^ 2 + 2 * √e * (10 / 81) * (3 * z / 5) ^ 2
    + e * m * p ^ 3) / (1 + √e * p) ^ 2)

/-- The zero-gradient enhancement `F(y) = 1 + k - k / (1 + 73 y² / (5000 k))`, for `k > 0`. -/
def midpointF (k y : ℝ) : ℝ := 1 + k - k / (1 + 73 * y ^ 2 / (5000 * k))

lemma enhancement_eq_midpointF (k y : ℝ) :
    enhancement k (73 / 5000 * y ^ 2) = midpointF k y := by
  unfold enhancement midpointF
  rw [show 73 / 5000 * y ^ 2 / k = 73 * y ^ 2 / (5000 * k) by ring]

/-- For `k > 0` the PKZB enhancement factor at zero density gradient is `F(a - 1)`. -/
theorem pkzb_zero_gradient (k D a : ℝ) : pkzb k D 0 a = midpointF k (a - 1) := by
  rw [← enhancement_eq_midpointF]
  unfold pkzb pkzbQ
  congr 1
  ring

/-- For `k > 0` and `1 + b a (a - 1) > 0`, the TPSS enhancement factor at `p = 0` and `z = 0` is
`F((a - 1) / √(1 + b a (a - 1)))`. -/
theorem tpss_zero_gradient (k b c e m a : ℝ) :
    tpss k b c e m 0 0 a = midpointF k ((a - 1) / √(1 + b * a * (a - 1))) := by
  rw [← enhancement_eq_midpointF]
  unfold tpss tpssQ
  have h0 : √(((3 * (0 : ℝ) / 5) ^ 2 + 0 ^ 2) / 2) = 0 := by norm_num
  rw [h0]
  congr 1
  ring

/-- For `k > 0` the zero-gradient enhancement `F(y)` is strictly increasing in `y²`. -/
theorem midpointF_lt_iff {k : ℝ} (hk : 0 < k) (y w : ℝ) :
    midpointF k y < midpointF k w ↔ y ^ 2 < w ^ 2 := by
  have hs : 73 * y ^ 2 / (5000 * k) < 73 * w ^ 2 / (5000 * k) ↔ y ^ 2 < w ^ 2 := by
    rw [div_lt_div_iff_of_pos_right (by positivity)]
    constructor <;> intro h <;> linarith
  unfold midpointF
  rw [← hs, sub_lt_sub_iff_left,
    div_lt_div_iff_of_pos_left hk (by positivity) (by positivity), add_lt_add_iff_left]

/-- For `k > 0` the PKZB enhancement factor at zero gradient tends to `1 + k` as `a` grows. -/
theorem pkzb_tendsto {k : ℝ} (hk : 0 < k) (D : ℝ) :
    Tendsto (fun a => pkzb k D 0 a) atTop (𝓝 (1 + k)) := by
  have h1 : Tendsto (fun a : ℝ => a - 1) atTop atTop := by
    simpa [sub_eq_add_neg] using tendsto_atTop_add_const_right atTop (-1 : ℝ) tendsto_id
  have h2 : Tendsto (fun a : ℝ => (a - 1) ^ 2) atTop atTop :=
    (tendsto_pow_atTop two_ne_zero).comp h1
  have hc : 0 < 73 / (5000 * k) := by positivity
  -- the denominator diverges, so the subtracted fraction dies out
  have h3 := tendsto_atTop_add_const_left atTop (1 : ℝ) (h2.const_mul_atTop hc)
  have h4 := (h3.const_div_atTop k).const_sub (1 + k)
  rw [sub_zero] at h4
  refine h4.congr fun a => ?_
  rw [pkzb_zero_gradient, midpointF,
    show 73 / (5000 * k) * (a - 1) ^ 2 = 73 * (a - 1) ^ 2 / (5000 * k) by ring]

/-- For `k, b > 0` the TPSS enhancement factor at zero gradient tends to `F(1/√b)` as `a`
grows. -/
theorem tpss_tendsto {k b : ℝ} (hk : 0 < k) (hb : 0 < b) (c e m : ℝ) :
    Tendsto (fun a => tpss k b c e m 0 0 a) atTop (𝓝 (midpointF k (1 / √b))) := by
  -- rewrite the squared ingredient in terms of u = 1/x
  have key : ∀ u x : ℝ, u * x = 1 →
      (1 - u) ^ 2 / (u ^ 2 + b * (1 - u)) = (x - 1) ^ 2 / (1 + b * x * (x - 1)) := by
    intro u x h
    have hx : x ≠ 0 := by
      rintro rfl
      simp at h
    have h1 : (x - 1) ^ 2 = (1 - u) ^ 2 * x ^ 2 := by
      linear_combination (2 * x - 1 - u * x) * h
    have h2 : 1 + b * x * (x - 1) = (u ^ 2 + b * (1 - u)) * x ^ 2 := by
      linear_combination (b * x - 1 - u * x) * h
    rw [h1, h2, mul_div_mul_right _ _ (pow_ne_zero 2 hx)]
  have hu : Tendsto (fun u : ℝ => (1 - u) ^ 2 / (u ^ 2 + b * (1 - u))) (𝓝 0) (𝓝 (1 / b)) := by
    have h : ContinuousAt (fun u : ℝ => (1 - u) ^ 2 / (u ^ 2 + b * (1 - u))) 0 :=
      ContinuousAt.div (by fun_prop) (by fun_prop) (by simpa using hb.ne')
    simpa using h.tendsto
  have hS := hu.comp tendsto_inv_atTop_zero
  have hne : 1 + 73 * (1 / b) / (5000 * k) ≠ 0 := by positivity
  have hF := ((tendsto_const_nhds (x := k)).div
    (((hS.const_mul 73).div_const (5000 * k)).const_add 1) hne).const_sub (1 + k)
  rw [midpointF, div_pow, one_pow, Real.sq_sqrt hb.le]
  refine hF.congr' ?_
  filter_upwards [eventually_ge_atTop (1 : ℝ)] with a ha
  have hR : 0 ≤ 1 + b * a * (a - 1) := by
    nlinarith [mul_nonneg (mul_nonneg hb.le (zero_le_one.trans ha)) (sub_nonneg.2 ha)]
  have ha0 : a ≠ 0 := by linarith
  rw [tpss_zero_gradient, midpointF, div_pow, Real.sq_sqrt hR,
    ← key a⁻¹ a (inv_mul_cancel₀ ha0)]
  rfl

/-- For `k, b > 0` and every `a ≥ 1`, the TPSS enhancement factor at zero gradient lies strictly
below `F(1/√b)`. -/
theorem tpss_lt_ceiling {k b a : ℝ} (hk : 0 < k) (hb : 0 < b) (ha : 1 ≤ a) (c e m : ℝ) :
    tpss k b c e m 0 0 a < midpointF k (1 / √b) := by
  have hR : 0 < 1 + b * a * (a - 1) := by
    nlinarith [mul_nonneg (mul_nonneg hb.le (zero_le_one.trans ha)) (sub_nonneg.2 ha)]
  rw [tpss_zero_gradient, midpointF_lt_iff hk, div_pow, div_pow, one_pow,
    Real.sq_sqrt hR.le, Real.sq_sqrt hb.le, div_lt_div_iff₀ hR hb]
  nlinarith [mul_nonneg hb.le (sub_nonneg.2 ha)]

/-- For `k > 0`, `0 < b < 4` and `a > 0` at zero gradient, TPSS enhances exchange more than PKZB
exactly when `a < 1`, and less exactly when `a > 1`. As `a` grows, PKZB tends to `1 + k` and TPSS
to `F(1/√b)`, which is smaller than `1 + k`. -/
theorem pkzb_versus_tpss {k b : ℝ} (hk : 0 < k) (hb : 0 < b) (hb4 : b < 4) (D c e m : ℝ) :
    (∀ a, 0 < a → (pkzb k D 0 a < tpss k b c e m 0 0 a ↔ a < 1) ∧
      (tpss k b c e m 0 0 a < pkzb k D 0 a ↔ 1 < a)) ∧
    Tendsto (fun a => pkzb k D 0 a) atTop (𝓝 (1 + k)) ∧
    Tendsto (fun a => tpss k b c e m 0 0 a) atTop (𝓝 (midpointF k (1 / √b))) ∧
    midpointF k (1 / √b) < 1 + k := by
  refine ⟨fun a ha => ?_, pkzb_tendsto hk D, tpss_tendsto hk hb c e m, ?_⟩
  · -- b < 4 keeps the radicand positive
    have hR : 0 < 1 + b * a * (a - 1) := by
      nlinarith [mul_nonneg hb.le (sq_nonneg (a - 1 / 2))]
    have hba : 0 < b * a := mul_pos hb ha
    rw [pkzb_zero_gradient, tpss_zero_gradient, midpointF_lt_iff hk, midpointF_lt_iff hk,
      div_pow, Real.sq_sqrt hR.le, lt_div_iff₀ hR, div_lt_iff₀ hR]
    -- the sign of b a (a - 1) decides both comparisons
    refine ⟨⟨fun h => ?_, fun h => ?_⟩, ⟨fun h => ?_, fun h => ?_⟩⟩
    · by_contra hn
      have h1 : 0 ≤ a - 1 := by linarith
      nlinarith [mul_nonneg (sq_nonneg (a - 1)) (mul_nonneg hba.le h1)]
    · have h1 : 0 < 1 - a := by linarith
      nlinarith [mul_pos (pow_pos h1 2) (mul_pos hba h1)]
    · by_contra hn
      have h1 : 0 ≤ 1 - a := by linarith
      nlinarith [mul_nonneg (sq_nonneg (a - 1)) (mul_nonneg hba.le h1)]
    · have h1 : 0 < a - 1 := by linarith
      nlinarith [mul_pos (pow_pos h1 2) (mul_pos hba h1)]
  · have h : 0 < k / (1 + 73 * (1 / √b) ^ 2 / (5000 * k)) := by positivity
    unfold midpointF
    linarith

end

end BondMidpointExchange
```

```lean
#print axioms BondMidpointExchange.pkzb_zero_gradient
#print axioms BondMidpointExchange.tpss_lt_ceiling
#print axioms BondMidpointExchange.pkzb_versus_tpss
```

```
'BondMidpointExchange.pkzb_zero_gradient' depends on axioms: [propext, Classical.choice, Quot.sound]
'BondMidpointExchange.tpss_lt_ceiling' depends on axioms: [propext, Classical.choice, Quot.sound]
'BondMidpointExchange.pkzb_versus_tpss' depends on axioms: [propext, Classical.choice, Quot.sound]
```

## Reduction and monotonicity in Lean

The lemma `enhancement_eq_midpointF` identifies the shared form at \(x=\tfrac{73}{5000}y^2\) with \(F(y)\). The theorems `pkzb_zero_gradient` and `tpss_zero_gradient` use it to reduce the full factors. In the TPSS case, `h0` shows that the square root inside the mixed term is zero; `congr 1` then leaves an equation between the two values of \(x\), and `ring` proves it. These two identities carry no hypotheses, but they have their physical meaning only for \(k>0\) and, for TPSS, \(R>0\).

The theorem `midpointF_lt_iff` is the monotonicity step. Its rewriting with `div_lt_div_iff_of_pos_left` expresses that a larger positive denominator gives a smaller fraction.

## How the limits and the ceiling are proved

In `pkzb_tendsto`, `h2` says that \((a-1)^2\) diverges, `h3` carries this over to the denominator, and `h4` gives the limit of the whole expression.

In `tpss_tendsto`, the statement `key` is the substitution \(u=1/a\), written for any `u` and `x` with `u * x = 1`. The statement `hu` gives the limit \(1/b\) by continuity at \(u=0\), and composition with `tendsto_inv_atTop_zero` turns it into a limit for large \(a\). The final comparison is needed only for \(a\ge1\), where \(R\) is positive for every \(b>0\). This is why neither this theorem nor `tpss_lt_ceiling` assumes \(b<4\).

The theorem `tpss_lt_ceiling` reduces the bound to \(y_T^2<1/b\) and clears the positive denominators with `div_lt_div_iff₀`. The remaining inequality is \(b(a-1)^2<R\), the numerator condition found above.

## How the order is proved

In `pkzb_versus_tpss`, the bound \(b<4\) serves to prove `hR`, the positivity of \(R\). The term `sq_nonneg (a - 1 / 2)` supplies the completed square. After the reduction to \(F\) and multiplication by \(R\), the two comparisons read

\[
(a-1)^2R<(a-1)^2\qquad\text{and}\qquad(a-1)^2<(a-1)^2R .
\]

Each equivalence has two directions, which gives four cases. In each of them `nlinarith` receives the sign of a product of \((a-1)^2\), \(ba\) and \(a-1\) or \(1-a\), which is the numerator \(ba(a-1)^3\) up to sign. The directions that start from an inequality between enhancements argue by contradiction.

The two limits come from the earlier theorems. The last claim, \(F(1/\sqrt b)<1+k\), follows because the subtracted fraction is positive.
